# Truncating the square-lattice Topping sum at half-width R ≥ 1 leaves an error between 2√2/(R+1) and 8/R

Adsorbates on a metal surface often carry a dipole moment normal to the surface, and together they shift the work function. Each dipole also sits in the field of all the others. For equal dipoles normal to a common plane that field opposes the moment, and it weakens the moment of a polarisable adsorbate. A program that calculates the field by adding up the dipoles of an infinite lattice one by one has to stop somewhere. How much is lost by stopping?

## The bound on the missing tail

Take a square lattice of spacing $a$ with a point dipole $\mu$ along the normal $z$ at every site. In Gaussian units, the normal field of one dipole at a displacement of length $r$ and height $z$ is $\mu(3z^2-r^2)/r^5$. In the plane, $z=0$, this is $-\mu/r^3$. A site displaced by $(am,an)$, with integers $m,n$, has $r=a\sqrt{m^2+n^2}$, so the field at one site due to all the others is

$$E=-\frac{\mu}{a^3}\,T,\qquad T=\sum_{(m,n)\neq(0,0)}\frac{1}{(m^2+n^2)^{3/2}} .$$

The dimensionless number $T$ is the Topping sum. Let $T_R$ be the same sum restricted to $\max(|m|,|n|)\le R$. The sum $T$ converges, and for every integer $R\ge 1$

$$\frac{2\sqrt2}{R+1}\;\le\;T-T_R\;\le\;\frac{8}{R}.$$

The error is therefore positive, and no bound that decays faster than $1/R$ can hold for this truncation.

## Choosing a cutoff for a dipole layer

The bound applies when a code obtains the depolarizing field by direct summation over a square block with $R\ge1$. The truncated field is too weak in magnitude by at most $8|\mu|/(a^3R)$, and for $\mu\ne0$ it is always too weak. If the moment is solved self-consistently with the field, the error passes into the moment and from there into the predicted work-function shift.

For an absolute error of at most $\varepsilon$ in $T$, $R\ge 8/\varepsilon$ is enough and $R+1\ge 2\sqrt2/\varepsilon$ is necessary. With $\varepsilon=10^{-3}$, $R=8000$ suffices, which means about $2.6\times10^8$ sites, and no $R$ below 2828 can do. Agreement between two successive values of $R$ is a poor stopping criterion: the last shell adds an amount of order $1/R^2$, while the missing tail is of order $1/R$.

In electronic-structure work the sum appears when computed adsorbate moments are put into a classical model of the layer as identical point dipoles on a perfect square lattice.

## Counting sites shell by shell

Let $B_R$ be the block $\max(|m|,|n|)\le R$. It has $(2R+1)^2$ sites. For an integer $k\ge0$, the shell between $B_k$ and $B_{k+1}$ has

$$(2k+3)^2-(2k+1)^2=8(k+1)$$

sites. On this shell one coordinate has modulus $k+1$ and the other has modulus at most $k+1$, so

$$(k+1)^2\le m^2+n^2\le 2(k+1)^2 .$$

Raising to the power $-3/2$ reverses the order:

$$\frac{1}{2\sqrt2\,(k+1)^3}\le\frac{1}{(m^2+n^2)^{3/2}}\le\frac{1}{(k+1)^3}.$$

Multiplying by the number of sites gives the contribution of the shell:

$$\frac{2\sqrt2}{(k+1)^2}\le T_{k+1}-T_k\le\frac{8}{(k+1)^2}.$$

The inverse squares are compared with differences that telescope. For $k\ge1$,

$$\frac{1}{(k+1)^2}\le\frac{1}{k(k+1)}=\frac1k-\frac1{k+1},$$

$$\frac{1}{(k+1)^2}\ge\frac{1}{(k+1)(k+2)}=\frac1{k+1}-\frac1{k+2}.$$

Summing over $k=R,\dots,R+N-1$ leaves only the end terms:

$$2\sqrt2\left(\frac1{R+1}-\frac1{R+N+1}\right)\le T_{R+N}-T_R\le 8\left(\frac1R-\frac1{R+N}\right).$$

Every finite set of sites lies in some block $B_N$, hence in $B_{R+N}$. Since no summand is negative, the sum over that set is at most $T_{R+N}\le T_R+8/R$. A series of non-negative terms with bounded finite sums converges, and its value obeys the same bound, so $T\le T_R+8/R$. In the other direction, $T\ge T_{R+N}$ for every $N$, and letting $N$ grow gives $T-T_R\ge2\sqrt2/(R+1)>0$.

## The Lean source

```lean
import Mathlib

open Finset

namespace ToppingSum

noncomputable section

/-- The summand `(m² + n²)^(-3/2)` of the square-lattice dipole sum, with the origin left out. -/
def term (p : ℤ × ℤ) : ℝ :=
  if p = 0 then 0 else ((p.1 : ℝ) ^ 2 + (p.2 : ℝ) ^ 2) ^ (-(3 / 2) : ℝ)

/-- The square block of lattice sites whose two coordinates lie between `-R` and `R`. -/
def block (R : ℕ) : Finset (ℤ × ℤ) :=
  Icc (-(R : ℤ)) R ×ˢ Icc (-(R : ℤ)) R

/-- The dipole sum truncated to the block of half-width `R`. -/
def truncatedSum (R : ℕ) : ℝ := ∑ p ∈ block R, term p

/-- The Topping sum over all nonzero sites of the square lattice. -/
def toppingSum : ℝ := ∑' p, term p

/-- The normal component, in Gaussian units, of the field of a point dipole `μ` along `z`,
at displacement `(x, y, z)` different from zero. -/
def dipoleField (μ x y z : ℝ) : ℝ :=
  μ * (3 * z ^ 2 - (x ^ 2 + y ^ 2 + z ^ 2)) / Real.sqrt (x ^ 2 + y ^ 2 + z ^ 2) ^ 5

/-- A site belongs to the block of half-width `R` exactly when `max(|m|, |n|) ≤ R`. -/
theorem mem_block (R : ℕ) (p : ℤ × ℤ) : p ∈ block R ↔ max |p.1| |p.2| ≤ (R : ℤ) := by
  simp only [block, mem_product, mem_Icc, max_le_iff, abs_le]

private lemma block_mono {R S : ℕ} (h : R ≤ S) : block R ⊆ block S := by
  intro p hp
  simp only [block, mem_product, mem_Icc] at hp ⊢
  omega

private lemma card_block (R : ℕ) : (block R).card = (2 * R + 1) ^ 2 := by
  have h : ((R : ℤ) + 1 - -(R : ℤ)).toNat = 2 * R + 1 := by omega
  rw [block, card_product, Int.card_Icc, h]
  ring

/-- The square shell between half-widths `k` and `k + 1` contains `8 (k + 1)` sites. -/
theorem card_shell (k : ℕ) : (block (k + 1) \ block k).card = 8 * (k + 1) := by
  have h := card_sdiff_add_card_eq_card (block_mono (by omega : k ≤ k + 1))
  rw [card_block, card_block] at h
  nlinarith

private lemma radius_pos {p : ℤ × ℤ} (hp : p ≠ 0) :
    0 < (p.1 : ℝ) ^ 2 + (p.2 : ℝ) ^ 2 := by
  obtain ⟨m, n⟩ := p
  show 0 < (m : ℝ) ^ 2 + (n : ℝ) ^ 2
  by_cases hm : m = 0
  · have hn : n ≠ 0 := fun hn => hp (by simp [hm, hn])
    have : (n : ℝ) ≠ 0 := Int.cast_ne_zero.2 hn
    positivity
  · have : (m : ℝ) ≠ 0 := Int.cast_ne_zero.2 hm
    positivity

private lemma term_eq {p : ℤ × ℤ} (hp : p ≠ 0) :
    term p = 1 / Real.sqrt ((p.1 : ℝ) ^ 2 + (p.2 : ℝ) ^ 2) ^ 3 := by
  have h := (radius_pos hp).le
  rw [term, if_neg hp]
  generalize (p.1 : ℝ) ^ 2 + (p.2 : ℝ) ^ 2 = s at h ⊢
  rw [Real.rpow_neg h, Real.sqrt_eq_rpow, ← Real.rpow_natCast, ← Real.rpow_mul h]
  norm_num

private lemma term_nonneg (p : ℤ × ℤ) : 0 ≤ term p := by
  unfold term
  split_ifs
  · exact le_rfl
  · positivity

private lemma shell_radius {k : ℕ} {p : ℤ × ℤ} (hp : p ∈ block (k + 1) \ block k) :
    ((k : ℝ) + 1) ^ 2 ≤ (p.1 : ℝ) ^ 2 + (p.2 : ℝ) ^ 2 ∧
      (p.1 : ℝ) ^ 2 + (p.2 : ℝ) ^ 2 ≤ 2 * ((k : ℝ) + 1) ^ 2 := by
  obtain ⟨m, n⟩ := p
  simp only [block, mem_sdiff, mem_product, mem_Icc] at hp
  push_cast at hp
  obtain ⟨⟨⟨a1, a2⟩, b1, b2⟩, h⟩ := hp
  have hk : (0 : ℤ) ≤ k := Int.natCast_nonneg k
  have hlow : ((k : ℤ) + 1) ^ 2 ≤ m ^ 2 + n ^ 2 := by
    -- outside the smaller block one coordinate has modulus at least `k + 1`
    have hc : m ≤ -((k : ℤ) + 1) ∨ (k : ℤ) + 1 ≤ m ∨ n ≤ -((k : ℤ) + 1) ∨ (k : ℤ) + 1 ≤ n := by
      omega
    rcases hc with hc | hc | hc | hc <;> nlinarith [sq_nonneg m, sq_nonneg n]
  have hup : m ^ 2 + n ^ 2 ≤ 2 * ((k : ℤ) + 1) ^ 2 := by
    nlinarith [mul_nonneg (sub_nonneg.2 a2) (sub_nonneg.2 a1),
      mul_nonneg (sub_nonneg.2 b2) (sub_nonneg.2 b1)]
  exact ⟨by exact_mod_cast hlow, by exact_mod_cast hup⟩

private lemma term_shell {k : ℕ} {p : ℤ × ℤ} (hp : p ∈ block (k + 1) \ block k) :
    Real.sqrt 2 / 4 / ((k : ℝ) + 1) ^ 3 ≤ term p ∧ term p ≤ 1 / ((k : ℝ) + 1) ^ 3 := by
  obtain ⟨hl, hu⟩ := shell_radius hp
  have hK : (0 : ℝ) < (k : ℝ) + 1 := by positivity
  have h0 : p ≠ 0 := by
    rintro rfl
    have : (0 : ℝ) < ((k : ℝ) + 1) ^ 2 := by positivity
    norm_num at hl
    linarith
  have h2 : Real.sqrt 2 ^ 2 = 2 := Real.sq_sqrt (by norm_num)
  rw [term_eq h0]
  have hr := (Real.le_sqrt' hK).2 hl
  have hr' : Real.sqrt ((p.1 : ℝ) ^ 2 + (p.2 : ℝ) ^ 2) ≤ Real.sqrt 2 * ((k : ℝ) + 1) :=
    Real.sqrt_le_iff.2 ⟨by positivity, by rw [mul_pow, h2]; exact hu⟩
  have hpos := lt_of_lt_of_le hK hr
  constructor
  · rw [div_le_div_iff₀ (by positivity) (by positivity)]
    calc Real.sqrt 2 / 4 * Real.sqrt ((p.1 : ℝ) ^ 2 + (p.2 : ℝ) ^ 2) ^ 3
        ≤ Real.sqrt 2 / 4 * (Real.sqrt 2 * ((k : ℝ) + 1)) ^ 3 := by gcongr
      _ = 1 * ((k : ℝ) + 1) ^ 3 := by
        linear_combination (((k : ℝ) + 1) ^ 3 / 4) * (Real.sqrt 2 ^ 2 + 2) * h2
  · exact one_div_le_one_div_of_le (by positivity) (by gcongr)

/-- Enlarging the block from half-width `k` to `k + 1` adds at least `2√2/(k+1)²` and at most
`8/(k+1)²` to the dipole sum. -/
theorem shell_sum_bounds (k : ℕ) :
    2 * Real.sqrt 2 / ((k : ℝ) + 1) ^ 2 ≤ truncatedSum (k + 1) - truncatedSum k ∧
      truncatedSum (k + 1) - truncatedSum k ≤ 8 / ((k : ℝ) + 1) ^ 2 := by
  have hs := sum_sdiff (f := term) (block_mono (by omega : k ≤ k + 1))
  have hl := card_nsmul_le_sum _ term _ (fun p hp => (term_shell (k := k) hp).1)
  have hu := sum_le_card_nsmul _ term _ (fun p hp => (term_shell (k := k) hp).2)
  rw [card_shell, nsmul_eq_mul] at hl hu
  push_cast at hl hu
  have hK : (k : ℝ) + 1 ≠ 0 := by positivity
  have e1 : 8 * ((k : ℝ) + 1) * (Real.sqrt 2 / 4 / ((k : ℝ) + 1) ^ 3)
      = 2 * Real.sqrt 2 / ((k : ℝ) + 1) ^ 2 := by
    field_simp
    ring
  have e2 : 8 * ((k : ℝ) + 1) * (1 / ((k : ℝ) + 1) ^ 3) = 8 / ((k : ℝ) + 1) ^ 2 := by
    field_simp
  rw [e1] at hl
  rw [e2] at hu
  unfold truncatedSum
  constructor <;> linarith

private lemma telescope {x c : ℝ} (hx : 0 < x) (hc : 0 ≤ c) :
    c / (x + 1) ^ 2 ≤ c / x - c / (x + 1) ∧
      c / (x + 1) - c / (x + 1 + 1) ≤ c / (x + 1) ^ 2 := by
  have h1 : c / x - c / (x + 1) - c / (x + 1) ^ 2 = c / (x * (x + 1) ^ 2) := by
    field_simp
    ring
  have h2 : c / (x + 1) ^ 2 - (c / (x + 1) - c / (x + 1 + 1))
      = c / ((x + 1) ^ 2 * (x + 1 + 1)) := by
    field_simp
    ring
  have p1 : 0 ≤ c / (x * (x + 1) ^ 2) := by positivity
  have p2 : 0 ≤ c / ((x + 1) ^ 2 * (x + 1 + 1)) := by positivity
  constructor <;> linarith

private lemma bracket {R : ℕ} (hR : 1 ≤ R) (N : ℕ) :
    truncatedSum R + (2 * Real.sqrt 2 / ((R : ℝ) + 1) - 2 * Real.sqrt 2 / ((R : ℝ) + N + 1))
        ≤ truncatedSum (R + N) ∧
      truncatedSum (R + N) ≤ truncatedSum R + (8 / (R : ℝ) - 8 / ((R : ℝ) + N)) := by
  induction N with
  | zero => simp
  | succ N ih =>
    have hR' : (0 : ℝ) < R := by exact_mod_cast hR
    have hx : (0 : ℝ) < (R : ℝ) + N := by positivity
    have h := shell_sum_bounds (R + N)
    rw [Nat.cast_add] at h
    have t1 := (telescope hx (by norm_num : (0 : ℝ) ≤ 8)).1
    have t2 := (telescope hx (by positivity : 0 ≤ 2 * Real.sqrt 2)).2
    have e : (R : ℝ) + ((N + 1 : ℕ) : ℝ) = (R : ℝ) + N + 1 := by push_cast; ring
    rw [e, show R + (N + 1) = R + N + 1 from rfl]
    constructor <;> linarith [h.1, h.2, ih.1, ih.2]

private lemma finite_sum_le {R : ℕ} (hR : 1 ≤ R) (u : Finset (ℤ × ℤ)) :
    ∑ p ∈ u, term p ≤ truncatedSum R + 8 / (R : ℝ) := by
  -- every finite set of sites fits into a large enough block
  obtain ⟨N, hN⟩ : ∃ N, u ⊆ block N := by
    refine ⟨u.sup (fun p => p.1.natAbs + p.2.natAbs), fun p hp => ?_⟩
    have h : p.1.natAbs + p.2.natAbs ≤ u.sup (fun p => p.1.natAbs + p.2.natAbs) :=
      le_sup (f := fun p : ℤ × ℤ => p.1.natAbs + p.2.natAbs) hp
    simp only [block, mem_product, mem_Icc]
    omega
  have h1 : ∑ p ∈ u, term p ≤ truncatedSum (R + N) :=
    sum_le_sum_of_subset_of_nonneg (hN.trans (block_mono (by omega)))
      (fun p _ _ => term_nonneg p)
  have h2 : (0 : ℝ) ≤ 8 / ((R : ℝ) + N) := by positivity
  linarith [(bracket hR N).2]

/-- The square-lattice dipole sum converges. -/
theorem summable_term : Summable term :=
  summable_of_sum_le term_nonneg (finite_sum_le le_rfl)

/-- For `R ≥ 1` the truncation error is at least `2√2/(R+1)`. -/
theorem truncation_error_lower {R : ℕ} (hR : 1 ≤ R) :
    2 * Real.sqrt 2 / ((R : ℝ) + 1) ≤ toppingSum - truncatedSum R := by
  refine le_of_forall_pos_le_add fun ε hε => ?_
  -- take so many shells that the telescoped remainder drops below `ε`
  obtain ⟨N, hN⟩ := exists_nat_gt (2 * Real.sqrt 2 / ε)
  rw [div_lt_iff₀ hε] at hN
  have hsmall : 2 * Real.sqrt 2 / ((R : ℝ) + N + 1) ≤ ε := by
    rw [div_le_iff₀ (by positivity)]
    nlinarith [mul_nonneg hε.le (Nat.cast_nonneg R : (0 : ℝ) ≤ R)]
  have h : truncatedSum (R + N) ≤ toppingSum :=
    summable_term.sum_le_tsum _ (fun p _ => term_nonneg p)
  linarith [(bracket hR N).1]

/-- The Topping sum converges, and for every integer `R ≥ 1` truncating it to
`max(|m|, |n|) ≤ R` leaves a positive error of at most `8/R`. -/
theorem topping_sum_truncation :
    Summable term ∧ ∀ R : ℕ, 1 ≤ R →
      0 < toppingSum - truncatedSum R ∧ toppingSum - truncatedSum R ≤ 8 / (R : ℝ) := by
  refine ⟨summable_term, fun R hR => ⟨?_, ?_⟩⟩
  · exact lt_of_lt_of_le (by positivity) (truncation_error_lower hR)
  · have h : toppingSum ≤ truncatedSum R + 8 / (R : ℝ) :=
      hasSum_le_of_sum_le summable_term.hasSum (finite_sum_le hR)
    linarith

/-- On a square lattice of spacing `a > 0` carrying equal normal dipoles `μ`, the normal field
at a site due to all the other dipoles is `-μ/a³` times the Topping sum. -/
theorem depolarizing_field (μ : ℝ) {a : ℝ} (ha : 0 < a) :
    HasSum (fun p : ℤ × ℤ => if p = 0 then 0 else dipoleField μ (a * p.1) (a * p.2) 0)
      (-(μ / a ^ 3) * toppingSum) := by
  have h := summable_term.hasSum.mul_left (-(μ / a ^ 3))
  refine h.congr_fun ?_
  intro p
  by_cases hp : p = 0
  · simp [hp, term]
  · have hs := radius_pos hp
    have ht := Real.sqrt_pos.2 hs
    have hsq := Real.sq_sqrt hs.le
    rw [if_neg hp, term_eq hp, dipoleField,
      show (a * (p.1 : ℝ)) ^ 2 + (a * (p.2 : ℝ)) ^ 2 + 0 ^ 2
        = a ^ 2 * ((p.1 : ℝ) ^ 2 + (p.2 : ℝ) ^ 2) by ring,
      Real.sqrt_mul (sq_nonneg a), Real.sqrt_sq ha.le]
    -- write the squared distance as the square of the distance and cancel
    generalize Real.sqrt ((p.1 : ℝ) ^ 2 + (p.2 : ℝ) ^ 2) = t at ht hsq ⊢
    rw [← hsq]
    field_simp
    ring

end

end ToppingSum
```

```lean
#print axioms ToppingSum.mem_block
#print axioms ToppingSum.topping_sum_truncation
#print axioms ToppingSum.depolarizing_field
```

```
'ToppingSum.mem_block' depends on axioms: [propext, Classical.choice, Quot.sound]
'ToppingSum.topping_sum_truncation' depends on axioms: [propext, Classical.choice, Quot.sound]
'ToppingSum.depolarizing_field' depends on axioms: [propext, Classical.choice, Quot.sound]
```

## How the definitions map to the lattice

A site is a pair `p : ℤ × ℤ`, with `p.1` for $m$ and `p.2` for $n$. The function `term` is the summand, set to zero at the origin so that a dipole does not act on itself. `truncatedSum R` is $T_R$ and `toppingSum` is $T$. The theorem `mem_block` confirms that `block R` is the set $\max(|m|,|n|)\le R$. Here `R` counts lattice steps; the block reaches a distance $aR$ along each axis.

`topping_sum_truncation` says that `term` is summable and that, for every natural number `R` with `1 ≤ R`, the error is positive and at most `8 / R`. `Summable` means unconditional convergence, so the order in which the sites are added is irrelevant. The sharper lower bound is `truncation_error_lower`.

`depolarizing_field` supplies the link to the dipoles. For every real `μ` and every `a > 0`, the fields of all the other dipoles add up to `-(μ / a ^ 3) * toppingSum`. Despite its general name, `dipoleField` is only the normal component of the field. It is in Gaussian units; SI units require a factor $1/(4\pi\varepsilon_0)$.

## From shell counts to the infinite sum in Lean

`block_mono` and `card_block` give the nesting and size of the blocks, and `card_shell` subtracts two sizes. `shell_radius` proves the bounds on $m^2+n^2$ in the integers: `omega` finds a coordinate of modulus at least $k+1$, `nlinarith` handles the squares, and the result is cast to the reals.

`radius_pos` shows that $m^2+n^2>0$ away from the origin, which lets `term_eq` rewrite the real power as one over the cube of a square root. `term_shell` then bounds each summand, with $1/(2\sqrt2)$ written as `Real.sqrt 2 / 4`. `shell_sum_bounds` multiplies by the number of sites, using `card_nsmul_le_sum` and `sum_le_card_nsmul`.

`telescope` contains the two comparisons with differences, and `bracket` adds them up by induction on `N`. `finite_sum_le` places an arbitrary finite set in a block and uses `term_nonneg` to bound its sum. Taken at $R=1$, this gives `summable_term`; taken at general $R$, it gives the upper error bound.

For the lower bound, the limit $N\to\infty$ is replaced by an arbitrary `ε > 0` and an `N` larger than `2 * Real.sqrt 2 / ε`, which pushes the leftover end term below `ε`. `depolarizing_field` multiplies the convergent series by $-\mu/a^3$ and checks site by site that the result is the dipole field.

## Zero half-width and negative spacing

The upper bound fails at $R=0$. The block then contains only the origin, so $T_0=0$, and Lean evaluates `8 / 0` as 0. The bound would read $T\le0$, while the four nearest neighbours alone contribute 4.

The field formula fails for negative $a$. With $a=-1$ and $\mu=1$ the lattice is the same as for $a=1$ and the field is $-T$, but the formula would return $+T$.

## Square cutoffs, rounding and real adsorbate layers

The guarantee is for square blocks centred on the site where the field is evaluated. A circular cutoff, another lattice or an off-centre block needs its own estimate. The inequalities concern real numbers, so rounding in a floating-point sum over $(2R+1)^2$ sites comes on top of them; adding the small, distant terms first helps to limit it.

The step left to physical judgement is the replacement of a real adsorbate layer by identical point dipoles on an infinite flat lattice. Real adsorbates have extended charge distributions, the metal responds with image charges, and islands have edges. The bound controls the summation error within the point-dipole model and says nothing about how well that model describes a given surface.
